# Averaging a symmetric displacement tensor over the threefold rotations about [111] leaves one diagonal and one off-diagonal value

The lemma takes a displacement tensor `U`, a real symmetric 3×3 matrix with no further condition on it, and averages it over the identity, the threefold rotation about [111] and the inverse rotation. It states that in the result every diagonal entry is the mean of the three diagonal entries of `U`, and every off-diagonal entry is the mean of `U 0 1`, `U 1 2` and `U 0 2`. The attempt checks the nine entries one by one: `simp` is meant to multiply out the matrices, and `linarith` to finish with the symmetry relations `s1`, `s2` and `s3`.

An attempt in Lean 4 with a fault in it:

```lean
import Mathlib

open Matrix

namespace ThreefoldDisplacementTensor

noncomputable section

/-- The threefold rotation about the [111] direction, which permutes the three coordinate axes
cyclically. -/
def rot3 : Matrix (Fin 3) (Fin 3) ℝ := !![0, 0, 1; 1, 0, 0; 0, 1, 0]

/-- The displacement tensor with all diagonal entries `a` and all off-diagonal entries `b`. -/
def axialTensor (a b : ℝ) : Matrix (Fin 3) (Fin 3) ℝ := !![a, b, b; b, a, b; b, b, a]

/-- Averaging a symmetric displacement tensor over the identity, the threefold rotation and its
inverse gives the axial tensor built from the mean diagonal and mean off-diagonal entries. -/
theorem threefold_average {U : Matrix (Fin 3) (Fin 3) ℝ} (hU : U.IsSymm) :
    (1 / 3 : ℝ) • (U + rot3 * U * rot3ᵀ + rot3ᵀ * U * rot3) =
      axialTensor ((U 0 0 + U 1 1 + U 2 2) / 3) ((U 0 1 + U 1 2 + U 0 2) / 3) := by
  have s1 : U 1 0 = U 0 1 := hU.apply 0 1
  have s2 : U 2 0 = U 0 2 := hU.apply 0 2
  have s3 : U 2 1 = U 1 2 := hU.apply 1 2
  ext i j
  fin_cases i <;> fin_cases j <;>
    simp [rot3, axialTensor, Matrix.mul_apply, Fin.sum_univ_three] <;> linarith

end

end ThreefoldDisplacementTensor
```

The error:

```
Main.lean:26:71: error: linarith failed to find a contradiction
case «0».«0».h1
U : Matrix (Fin 3) (Fin 3) ℝ
hU : U.IsSymm
s1 : U 1 0 = U 0 1
s2 : U 2 0 = U 0 2
s3 : U 2 1 = U 1 2
a✝ : 3⁻¹ * (U 0 0 + (![0, 0, 1] ᵥ* (U * !![0, 0, 1; 1, 0, 0; 0, 1, 0]ᵀ)) 0 + U 1 1) < (U 0 0 + U 1 1 + U 2 2) / 3
⊢ False
failed
Main.lean:26:71: error: linarith failed to find a contradiction
case «0».«1».h1
U : Matrix (Fin 3) (Fin 3) ℝ
hU : U.IsSymm
s1 : U 1 0 = U 0 1
s2 : U 2 0 = U 0 2
s3 : U 2 1 = U 1 2
a✝ : 3⁻¹ * (U 0 1 + (![0, 0, 1] ᵥ* (U * !![0, 0, 1; 1, 0, 0; 0, 1, 0]ᵀ)) 1 + U 1 2) < (U 0 1 + U 1 2 + U 0 2) / 3
⊢ False
failed
Main.lean:26:71: error: linarith failed to find a contradiction
case «0».«2».h1
U : Matrix (Fin 3) (Fin 3) ℝ
hU : U.IsSymm
s1 : U 1 0 = U 0 1
s2 : U 2 0 = U 0 2
s3 : U 2 1 = U 1 2
a✝ : 3⁻¹ * (U 0 2 + (![0, 0, 1] ᵥ* (U * !![0, 0, 1; 1, 0, 0; 0, 1, 0]ᵀ)) 2 + U 1 0) < (U 0 1 + U 1 2 + U 0 2) / 3
⊢ False
failed
Main.lean:26:71: error: linarith failed to find a contradiction
case «1».«0».h1
U : Matrix (Fin 3) (Fin 3) ℝ
hU : U.IsSymm
s1 : U 1 0 = U 0 1
s2 : U 2 0 = U 0 2
s3 : U 2 1 = U 1 2
a✝ : 3⁻¹ * (U 1 0 + (![1, 0, 0] ᵥ* (U * !![0, 0, 1; 1, 0, 0; 0, 1, 0]ᵀ)) 0 + U 2 1) < (U 0 1 + U 1 2 + U 0 2) / 3
⊢ False
failed
Main.lean:26:71: error: linarith failed to find a contradiction
case «1».«1».h1
U : Matrix (Fin 3) (Fin 3) ℝ
hU : U.IsSymm
s1 : U 1 0 = U 0 1
s2 : U 2 0 = U 0 2
s3 : U 2 1 = U 1 2
a✝ : 3⁻¹ * (U 1 1 + (![1, 0, 0] ᵥ* (U * !![0, 0, 1; 1, 0, 0; 0, 1, 0]ᵀ)) 1 + U 2 2) < (U 0 0 + U 1 1 + U 2 2) / 3
⊢ False
failed
Main.lean:26:71: error: linarith failed to find a contradiction
case «1».«2».h1
U : Matrix (Fin 3) (Fin 3) ℝ
hU : U.IsSymm
s1 : U 1 0 = U 0 1
s2 : U 2 0 = U 0 2
s3 : U 2 1 = U 1 2
a✝ : 3⁻¹ * (U 1 2 + (![1, 0, 0] ᵥ* (U * !![0, 0, 1; 1, 0, 0; 0, 1, 0]ᵀ)) 2 + U 2 0) < (U 0 1 + U 1 2 + U 0 2) / 3
⊢ False
failed
Main.lean:26:71: error: linarith failed to find a contradiction
case «2».«0».h1
U : Matrix (Fin 3) (Fin 3) ℝ
hU : U.IsSymm
s1 : U 1 0 = U 0 1
s2 : U 2 0 = U 0 2
s3 : U 2 1 = U 1 2
a✝ : 3⁻¹ * (U 2 0 + (![0, 1, 0] ᵥ* (U * !![0, 0, 1; 1, 0, 0; 0, 1, 0]ᵀ)) 0 + U 0 1) < (U 0 1 + U 1 2 + U 0 2) / 3
⊢ False
failed
Main.lean:26:71: error: linarith failed to find a contradiction
case «2».«1».h1
U : Matrix (Fin 3) (Fin 3) ℝ
hU : U.IsSymm
s1 : U 1 0 = U 0 1
s2 : U 2 0 = U 0 2
s3 : U 2 1 = U 1 2
a✝ : 3⁻¹ * (U 2 1 + (![0, 1, 0] ᵥ* (U * !![0, 0, 1; 1, 0, 0; 0, 1, 0]ᵀ)) 1 + U 0 2) < (U 0 1 + U 1 2 + U 0 2) / 3
⊢ False
failed
Main.lean:26:71: error: linarith failed to find a contradiction
case «2».«2».h1
U : Matrix (Fin 3) (Fin 3) ℝ
hU : U.IsSymm
s1 : U 1 0 = U 0 1
s2 : U 2 0 = U 0 2
s3 : U 2 1 = U 1 2
a✝ : 3⁻¹ * (U 2 2 + (![0, 1, 0] ᵥ* (U * !![0, 0, 1; 1, 0, 0; 0, 1, 0]ᵀ)) 2 + U 0 0) < (U 0 0 + U 1 1 + U 2 2) / 3
⊢ False
failed
```

Diagnosis. The nine errors, one for each entry, are the same failure. `linarith` is left with a term such as `(![0, 0, 1] ᵥ* (U * !![0, 0, 1; 1, 0, 0; 0, 1, 0]ᵀ)) 0`, which it can only treat as an unknown number. In the first case that number is `U 2 2`, but nothing in the context says so.

The term comes from `rot3 * U * rot3ᵀ`. Once `simp` has unfolded `rot3` into a literal matrix, its rules for literals turn the product into row vectors times a matrix. `Matrix.mul_apply` expands an entry of a matrix product, and here the remaining product sits inside `ᵥ*` with no indices of its own, so the lemma doesn't apply.

The repair writes the entries as sums while `rot3` is still folded. `p` does this for the product that got stuck, and `q` for the other, which `simp` had already managed but which now goes the same way. The `rw` brings the goal to entries that `p` and `q` can rewrite, and `Fin.sum_univ_three` writes out the sums. The last `simp` then only has to evaluate single entries of `rot3` and `axialTensor`, which leaves `linarith` with entries of `U` alone.

The change, after which it compiles:

```diff
@@ -22,7 +22,15 @@
   have s2 : U 2 0 = U 0 2 := hU.apply 0 2
   have s3 : U 2 1 = U 1 2 := hU.apply 1 2
+  -- entries of the two rotated tensors as explicit sums
+  have p : ∀ i j, (rot3 * U * rot3ᵀ) i j = ∑ k, (∑ l, rot3 i l * U l k) * rot3 j k := by
+    intro i j
+    simp only [Matrix.mul_apply, Matrix.transpose_apply]
+  have q : ∀ i j, (rot3ᵀ * U * rot3) i j = ∑ k, (∑ l, rot3 l i * U l k) * rot3 k j := by
+    intro i j
+    simp only [Matrix.mul_apply, Matrix.transpose_apply]
   ext i j
-  fin_cases i <;> fin_cases j <;>
-    simp [rot3, axialTensor, Matrix.mul_apply, Fin.sum_univ_three] <;> linarith
+  rw [Matrix.smul_apply, Matrix.add_apply, Matrix.add_apply, p, q]
+  simp only [Fin.sum_univ_three]
+  fin_cases i <;> fin_cases j <;> simp [rot3, axialTensor] <;> linarith
 
 end
```
